# Pythagorean identity for a real symmetric matrix with orthonormal modes projected out

Let `H` be a finite real symmetric matrix, such as a Hessian, and let the columns of `Z` be orthonormal modes, which `P = 1 - Z Zᵀ` projects out. The theorem `frobSq_pythagoras` says that for every symmetric `K` with `K * Z = 0`, the squared Frobenius distance from `H` to `K` is the squared distance from `H` to `P H P` plus that from `P H P` to `K`. The modes in `Z` need not be zero modes of `H` itself. The attempt names the two differences `A = H - P H P` and `B = P H P - K`, shows that `P A P = 0` and `P B P = B`, and concludes that the cross terms `trace (A * B)` and `trace (B * A)` vanish.

In Lean, a first try:

```lean
import Mathlib

open Matrix

namespace HessianZeroModes

noncomputable section

variable {m n k : Type*} [Fintype m] [Fintype n] [Fintype k] [DecidableEq n] [DecidableEq k]

/-- The squared Frobenius norm: the sum of the squares of all entries. -/
def frobSq (M : Matrix m k ℝ) : ℝ := ∑ i, ∑ j, M i j ^ 2

/-- The matrix `1 - Z Zᵀ`, which removes the modes in the columns of `Z` when these columns are
orthonormal. -/
def vibProj (Z : Matrix n k ℝ) : Matrix n n ℝ := 1 - Z * Zᵀ

/-- The projected Hessian `P H P` with `P = 1 - Z Zᵀ`. -/
def projectedHessian (Z : Matrix n k ℝ) (H : Matrix n n ℝ) : Matrix n n ℝ :=
  vibProj Z * H * vibProj Z

omit [DecidableEq k] in
/-- The squared Frobenius norm of `M` is the trace of `Mᵀ M`. -/
theorem frobSq_eq_trace (M : Matrix m k ℝ) : frobSq M = trace (Mᵀ * M) := by
  unfold frobSq
  rw [Finset.sum_comm]
  simp [Matrix.trace, Matrix.mul_apply, sq]

omit [Fintype n] [DecidableEq k] in
/-- The matrix `1 - Z Zᵀ` is symmetric. -/
theorem vibProj_transpose (Z : Matrix n k ℝ) : (vibProj Z)ᵀ = vibProj Z := by
  simp [vibProj, Matrix.transpose_sub, Matrix.transpose_mul]

/-- For orthonormal modes, `P = 1 - Z Zᵀ` annihilates every mode and is idempotent. -/
theorem vibProj_spec (Z : Matrix n k ℝ) (hZ : Zᵀ * Z = 1) :
    vibProj Z * Z = 0 ∧ vibProj Z * vibProj Z = vibProj Z := by
  have h0 : vibProj Z * Z = 0 := by
    rw [vibProj, Matrix.sub_mul, Matrix.one_mul, Matrix.mul_assoc, hZ, Matrix.mul_one, sub_self]
  refine ⟨h0, ?_⟩
  calc vibProj Z * vibProj Z = vibProj Z * (1 - Z * Zᵀ) := rfl
    _ = vibProj Z := by
      rw [Matrix.mul_sub, Matrix.mul_one, ← Matrix.mul_assoc, h0, Matrix.zero_mul, sub_zero]

/-- For orthonormal modes and symmetric `H`, the projected Hessian is symmetric and has every column
of `Z` as a zero mode. -/
theorem projectedHessian_admissible (Z : Matrix n k ℝ) (H : Matrix n n ℝ)
    (hZ : Zᵀ * Z = 1) (hH : Hᵀ = H) :
    (projectedHessian Z H)ᵀ = projectedHessian Z H ∧ projectedHessian Z H * Z = 0 := by
  constructor
  · simp only [projectedHessian, Matrix.transpose_mul, vibProj_transpose, hH, Matrix.mul_assoc]
  · rw [projectedHessian, Matrix.mul_assoc, (vibProj_spec Z hZ).1, Matrix.mul_zero]

/-- For orthonormal modes, projection leaves a symmetric Hessian unchanged exactly when the columns
of `Z` are already zero modes. -/
theorem projectedHessian_eq_self_iff (Z : Matrix n k ℝ) (K : Matrix n n ℝ)
    (hZ : Zᵀ * Z = 1) (hK : Kᵀ = K) : projectedHessian Z K = K ↔ K * Z = 0 := by
  constructor
  · intro h
    rw [← h]
    exact (projectedHessian_admissible Z K hZ hK).2
  · intro h
    have h' : Zᵀ * K = 0 := by
      have := congrArg Matrix.transpose h
      rwa [Matrix.transpose_mul, hK, Matrix.transpose_zero] at this
    have hl : vibProj Z * K = K := by
      rw [vibProj, Matrix.sub_mul, Matrix.one_mul, Matrix.mul_assoc, h', Matrix.mul_zero, sub_zero]
    have hr : K * vibProj Z = K := by
      rw [vibProj, Matrix.mul_sub, Matrix.mul_one, ← Matrix.mul_assoc, h, Matrix.zero_mul, sub_zero]
    rw [projectedHessian, hl, hr]

/-- Pythagorean identity for orthonormal modes and symmetric `H`: the squared distance from `H` to
any symmetric `K` with the zero modes is the squared distance to the projected Hessian plus that
from the projected Hessian to `K`. -/
theorem frobSq_pythagoras (Z : Matrix n k ℝ) (H K : Matrix n n ℝ)
    (hZ : Zᵀ * Z = 1) (hH : Hᵀ = H) (hK : Kᵀ = K) (hKZ : K * Z = 0) :
    frobSq (H - K) = frobSq (H - projectedHessian Z H) + frobSq (projectedHessian Z H - K) := by
  have hP := (vibProj_spec Z hZ).2
  have hS := (projectedHessian_admissible Z H hZ hH).1
  have hKK := (projectedHessian_eq_self_iff Z K hZ hK).2 hKZ
  obtain ⟨A, hA⟩ : ∃ A, A = H - projectedHessian Z H := ⟨_, rfl⟩
  obtain ⟨B, hB⟩ : ∃ B, B = projectedHessian Z H - K := ⟨_, rfl⟩
  have hAt : Aᵀ = A := by rw [hA, Matrix.transpose_sub, hH, hS]
  have hBt : Bᵀ = B := by rw [hB, Matrix.transpose_sub, hK, hS]
  have hsum : H - K = A + B := by rw [hA, hB]; abel
  unfold projectedHessian at hA hB hKK
  generalize vibProj Z = P at hP hA hB hKK
  have hPP : P * (P * H * P) * P = P * H * P := by
    calc P * (P * H * P) * P = (P * P) * H * (P * P) := by simp only [Matrix.mul_assoc]
      _ = P * H * P := by rw [hP]
  -- the correction has no vibrational block, the remainder has nothing else
  have hA0 : P * A * P = 0 := by
    rw [hA, Matrix.mul_sub, Matrix.sub_mul, hPP, sub_self]
  have hB1 : P * B * P = B := by
    rw [hB, Matrix.mul_sub, Matrix.sub_mul, hPP, hKK]
  have hAB : trace (A * B) = 0 := by
    calc trace (A * B) = trace (A * (P * B * P)) := by rw [hB1]
      _ = trace ((A * P * B) * P) := by simp only [Matrix.mul_assoc]
      _ = trace (P * (A * P * B)) := Matrix.trace_mul_comm _ _
      _ = trace ((P * A * P) * B) := by simp only [Matrix.mul_assoc]
      _ = 0 := by rw [hA0, Matrix.zero_mul, Matrix.trace_zero]
  have hBA : trace (B * A) = 0 := by rw [Matrix.trace_mul_comm, hAB]
  rw [hsum, ← hA, ← hB]
  simp only [frobSq_eq_trace, Matrix.transpose_add, hAt, hBt, Matrix.add_mul, Matrix.mul_add,
    Matrix.trace_add]
  linarith

end

end HessianZeroModes
```

Messages:

```
Main.lean:102:12: error: Tactic `rewrite` failed: Did not find an occurrence of the pattern
  H - P * H * P
in the target expression
  frobSq (A + B) = frobSq (H - projectedHessian Z H) + frobSq (projectedHessian Z H - K)

n : Type u_2
k : Type u_3
inst✝³ : Fintype n
inst✝² : Fintype k
inst✝¹ : DecidableEq n
inst✝ : DecidableEq k
Z : Matrix n k ℝ
H K : Matrix n n ℝ
hZ : Zᵀ * Z = 1
hH : Hᵀ = H
hK : Kᵀ = K
hKZ : K * Z = 0
hS : (projectedHessian Z H)ᵀ = projectedHessian Z H
A B : Matrix n n ℝ
hAt : Aᵀ = A
hBt : Bᵀ = B
hsum : H - K = A + B
P : Matrix n n ℝ
hP : P * P = P
hA : A = H - P * H * P
hB : B = P * H * P - K
hKK : P * K * P = K
hPP : P * (P * H * P) * P = P * H * P
hA0 : P * A * P = 0
hB1 : P * B * P = B
hAB : (A * B).trace = 0
hBA : (B * A).trace = 0
⊢ frobSq (A + B) = frobSq (H - projectedHessian Z H) + frobSq (projectedHessian Z H - K)
```

Lean accepts the file once it reads:

```diff
@@ -83,4 +83,5 @@
   have hBt : Bᵀ = B := by rw [hB, Matrix.transpose_sub, hK, hS]
   have hsum : H - K = A + B := by rw [hA, hB]; abel
+  rw [hsum, ← hA, ← hB]
   unfold projectedHessian at hA hB hKK
   generalize vibProj Z = P at hP hA hB hKK
@@ -100,5 +101,4 @@
       _ = 0 := by rw [hA0, Matrix.zero_mul, Matrix.trace_zero]
   have hBA : trace (B * A) = 0 := by rw [Matrix.trace_mul_comm, hAB]
-  rw [hsum, ← hA, ← hB]
   simp only [frobSq_eq_trace, Matrix.transpose_add, hAt, hBt, Matrix.add_mul, Matrix.mul_add,
     Matrix.trace_add]
```

Cause. The error is at `← hA` in the late `rw [hsum, ← hA, ← hB]`. The rewrite with `hsum` has already worked, since the left side of the displayed goal reads `frobSq (A + B)`.

`hA` began as `A = H - projectedHessian Z H`, which matches the goal. But `unfold projectedHessian at hA hB hKK` and the `generalize` after it changed only the hypotheses they list. By the time of the rewrite `hA` reads `A = H - P * H * P`, while the goal still contains `H - projectedHessian Z H`, so the pattern is not found. Unfolding the goal at that point would not have helped either: it would give `vibProj Z`, and after `generalize` the context has no equation linking `P` to `vibProj Z`.

The repair moves the same `rw` line up, before the `unfold`. There `hA` and `hB` still have the form that occurs in the goal, which becomes `frobSq (A + B) = frobSq A + frobSq B`. This no longer mentions the projected Hessian, so the later steps can change the hypotheses without harm, and the closing `simp only` and `linarith` finish the proof.
